# Closed form of the spin-resolved Hubbard interaction screened in the random-phase approximation

A bare Hubbard interaction `U` acts only between opposite spins, and the static polarisability is diagonal in spin, with entries `-a` for up and `-b` for down. In the random-phase approximation the screened interaction is W = (1 − vP)⁻¹v, where v and P are the real 2 × 2 matrices of the interaction and the polarisability. The lemma `det_smul_screened` states that, if 1 − U²ab is non-zero, W multiplied by this number has the diagonal entries −U²b and −U²a and both off-diagonal entries U. The attempt first shows that 1 − vP times the claimed matrix is (1 − U²ab)v, and then cancels 1 − vP with its inverse.

An attempt in Lean 4 with a fault in it:

```lean
import Mathlib

open Matrix

namespace SpinResolvedHubbardScreening

noncomputable section

/-- The bare Hubbard interaction, acting only between opposite spins (index 0 is up, 1 is down). -/
def bare (U : ℝ) : Matrix (Fin 2) (Fin 2) ℝ := !![0, U; U, 0]

/-- The static spin-diagonal polarisability, `-a` for up electrons and `-b` for down electrons. -/
def bubble (a b : ℝ) : Matrix (Fin 2) (Fin 2) ℝ := !![-a, 0; 0, -b]

/-- The screened interaction `W = (1 - v P)⁻¹ v` of the random-phase approximation. -/
def screened (U a b : ℝ) : Matrix (Fin 2) (Fin 2) ℝ :=
  (1 - bare U * bubble a b)⁻¹ * bare U

/-- The product `v P` has zero diagonal and the off-diagonal entries `-U b` and `-U a`. -/
theorem bare_mul_bubble (U a b : ℝ) :
    bare U * bubble a b = !![0, -(U * b); -(U * a), 0] := by
  ext i j
  fin_cases i <;> fin_cases j <;>
    simp [bare, bubble, Matrix.mul_apply, Fin.sum_univ_succ]

/-- The determinant of the dielectric matrix `1 - v P` is `1 - U² a b`. -/
theorem det_dielectric (U a b : ℝ) :
    (1 - bare U * bubble a b).det = 1 - U ^ 2 * a * b := by
  rw [bare_mul_bubble, Matrix.det_fin_two]
  simp
  ring

/-- Closed form of the screened interaction, multiplied by the dielectric determinant. -/
theorem det_smul_screened {U a b : ℝ} (h : 1 - U ^ 2 * a * b ≠ 0) :
    (1 - U ^ 2 * a * b) • screened U a b = !![-(U ^ 2 * b), U; U, -(U ^ 2 * a)] := by
  have hu : IsUnit (1 - bare U * bubble a b).det := by
    rw [det_dielectric]
    exact isUnit_iff_ne_zero.mpr h
  have key : (1 - bare U * bubble a b) * !![-(U ^ 2 * b), U; U, -(U ^ 2 * a)]
      = (1 - U ^ 2 * a * b) • bare U := by
    rw [bare_mul_bubble]
    ext i j
    fin_cases i <;> fin_cases j <;>
      simp [bare, Matrix.mul_apply, Fin.sum_univ_succ] <;> ring
  rw [screened, ← Matrix.mul_smul, ← key, ← Matrix.mul_assoc,
    Matrix.nonsing_inv_mul _ hu, Matrix.one_mul]

end

end SpinResolvedHubbardScreening
```

Lean reports:

```
Try this:
  [apply] ring_nf
  
  The `ring` tactic failed to close the goal. Use `ring_nf` to obtain a normal form.
    
  Note that `ring` works primarily in *commutative* rings. If you have a noncommutative ring, abelian group or module, consider using `noncomm_ring`, `abel` or `module` instead.
Try this:
  [apply] ring_nf
  
  The `ring` tactic failed to close the goal. Use `ring_nf` to obtain a normal form.
    
  Note that `ring` works primarily in *commutative* rings. If you have a noncommutative ring, abelian group or module, consider using `noncomm_ring`, `abel` or `module` instead.
Main.lean:40:40: error: unsolved goals
case «1».«0»
U a b : ℝ
h : 1 - U ^ 2 * a * b ≠ 0
hu : IsUnit (1 - bare U * bubble a b).det
⊢ U * 1 1 (Fin.succ 0) - U ^ 3 * a * b = U - U ^ 3 * a * b

case «1».«1»
U a b : ℝ
h : 1 - U ^ 2 * a * b ≠ 0
hu : IsUnit (1 - bare U * bubble a b).det
⊢ U ^ 2 * a - U ^ 2 * a * 1 1 (Fin.succ 0) = 0
```

Fix (accepted with no message):

```diff
@@ -39,8 +39,8 @@
   have key : (1 - bare U * bubble a b) * !![-(U ^ 2 * b), U; U, -(U ^ 2 * a)]
       = (1 - U ^ 2 * a * b) • bare U := by
-    rw [bare_mul_bubble]
+    rw [bare_mul_bubble, Matrix.one_fin_two]
     ext i j
     fin_cases i <;> fin_cases j <;>
-      simp [bare, Matrix.mul_apply, Fin.sum_univ_succ] <;> ring
+      simp [bare, Matrix.mul_apply, Fin.sum_univ_two] <;> ring
   rw [screened, ← Matrix.mul_smul, ← key, ← Matrix.mul_assoc,
     Matrix.nonsing_inv_mul _ hu, Matrix.one_mul]
```

The error lies in the intermediate equation `key`, which is checked entry by entry. Both unsolved goals, from the second row, contain `1 1 (Fin.succ 0)`. Here the first `1` is the identity matrix, and the term is its entry in row 1, column `Fin.succ 0`. That column is column 1, so the entry equals the number 1 and both goals are true. But `Fin.sum_univ_succ` had written the second index of the sum as `Fin.succ 0`, and `simp` did not reduce the entry. `ring` doesn't evaluate matrix entries, so it treated this one as an unknown and could not close the goals. The two "Try this" messages report those failures, and the `ring_nf` they suggest would not supply the missing value.

The repair rewrites the identity matrix with `Matrix.one_fin_two` as an explicit table of zeros and ones, from which `simp` can read the entries. It also expands the sum with `Fin.sum_univ_two`, which writes the indices as `0` and `1`, so `Fin.succ 0` no longer arises from the expansion. The messages don't show whether either change would be enough alone.
